# With dual projectors, pseudopotential reconstruction preserves norms on the span of the pseudo partial waves exactly when Q = 0

A pseudopotential calculation delivers a wave function that is smooth near the nucleus. Hyperfine couplings and chemical shifts depend on the region where this function has been smoothed, so the all-electron shape is put back afterwards. In a norm-conserving calculation the pseudo orbital has norm one, and the repaired orbital should still describe one electron. Does the repair keep its norm?

Let $\psi$ be the pseudo wave function, $\phi_i$ the all-electron partial waves, $\chi_i$ their pseudo partners and $p_i$ the projectors. The amplitudes, residual, reconstruction and augmentation matrix are

$$c_i=\langle p_i,\psi\rangle,\qquad r=\psi-\sum_i c_i\chi_i,$$

$$T\psi=\psi+\sum_i c_i(\phi_i-\chi_i),\qquad Q_{ij}=\langle\phi_i,\phi_j\rangle-\langle\chi_i,\chi_j\rangle.$$

If $\phi_i$ and $\chi_i$ coincide beyond a core radius, the outer region cancels in $Q_{ij}$, and $Q_{ii}$ is the charge that channel $i$ lost in the smoothing.

## Finitely many channels in a complex inner-product space

The index type `ι` labels the channels and may run over atoms, angular momenta and reference energies together. The space `E` holds normalisable one-electron states; it has no radial grid, core sphere or Hamiltonian, and the partial waves are given, not generated from an atom. For several atoms with non-overlapping core spheres, or for energies without a bound state, let each projector $p_i$ be confined to its own core sphere, as is usual, and take $\phi_i$ and $\chi_i$ to be zero outside that sphere. Their tails could otherwise reach into other spheres and spoil the duality used below, or fail to be normalisable. The reconstruction contains only the differences $\phi_i-\chi_i$, so this cut does not change it. Lean's `inner ℂ x y` is conjugate-linear in `x`, as in Dirac notation.

```lean
import Mathlib

open Matrix

namespace PseudoReconstruction

noncomputable section

variable {E ι : Type*} [NormedAddCommGroup E] [InnerProductSpace ℂ E] [Fintype ι]

/-- The channel amplitudes `c_i = ⟨p_i, ψ⟩` of a pseudo wave function. -/
def amplitude (p : ι → E) (ψ : E) : ι → ℂ := fun i => inner ℂ (p i) ψ

/-- The part of `ψ` left over after subtracting its expansion in pseudo partial waves. -/
def residual (χ p : ι → E) (ψ : E) : E := ψ - ∑ i, amplitude p ψ i • χ i

/-- The reconstruction `T ψ = ψ + ∑ (φ_i - χ_i) ⟨p_i, ψ⟩`. -/
def reconstruct (φ χ p : ι → E) (ψ : E) : E :=
  ψ + ∑ i, amplitude p ψ i • (φ i - χ i)

/-- The augmentation matrix `Q_ij = ⟨φ_i, φ_j⟩ - ⟨χ_i, χ_j⟩`. -/
def augmentation (φ χ : ι → E) : Matrix ι ι ℂ :=
  Matrix.of fun i j => inner ℂ (φ i) (φ j) - inner ℂ (χ i) (χ j)
```

The next definition, `Dual`, is a condition on the projectors. The norm balance below does not use it.

```lean
/-- Projectors and pseudo partial waves are dual: `⟨p_i, χ_j⟩ = δ_ij`. -/
def Dual [DecidableEq ι] (p χ : ι → E) : Prop :=
  ∀ i j, inner ℂ (p i) (χ j) = if i = j then (1 : ℂ) else 0
```

For any family $f_i$, expanding the norm gives

$$\Big\|\sum_i c_if_i\Big\|^2=\sum_{ij}c_i^*\langle f_i,f_j\rangle c_j .$$

Taking $f=\phi$, then $f=\chi$, and subtracting yields

$$c^\dagger Qc=\Big\|\sum_i c_i\phi_i\Big\|^2-\Big\|\sum_i c_i\chi_i\Big\|^2 .$$

In `augmentation_form` the expansion is the inner statement `h`, applied once to each family; the two double sums are then compared term by term. The right-hand side is a real number read as a complex one, so the theorem also says that $c^\dagger Qc$ is real.

```lean
/-- The quadratic form `c†Qc` is the squared norm of the all-electron expansion minus that of
the pseudo expansion with the same amplitudes. -/
theorem augmentation_form (φ χ : ι → E) (c : ι → ℂ) :
    star c ⬝ᵥ (augmentation φ χ *ᵥ c) =
      ((‖∑ i, c i • φ i‖ ^ 2 - ‖∑ i, c i • χ i‖ ^ 2 : ℝ) : ℂ) := by
  -- expand the squared norm of a linear combination
  have h : ∀ f : ι → E, ((‖∑ i, c i • f i‖ ^ 2 : ℝ) : ℂ) =
      ∑ i, ∑ j, star (c i) * (inner ℂ (f i) (f j) * c j) := by
    intro f
    rw [Complex.ofReal_pow]
    refine (inner_self_eq_norm_sq_to_K (𝕜 := ℂ) (∑ i, c i • f i)).symm.trans ?_
    rw [sum_inner]
    refine Finset.sum_congr rfl fun i _ => ?_
    rw [inner_sum]
    refine Finset.sum_congr rfl fun j _ => ?_
    rw [inner_smul_left, inner_smul_right, starRingEnd_apply]
    ring
  rw [Complex.ofReal_sub, h φ, h χ, ← Finset.sum_sub_distrib]
  simp only [dotProduct, Matrix.mulVec, Pi.star_apply, Finset.mul_sum]
  refine Finset.sum_congr rfl fun i _ => ?_
  rw [← Finset.sum_sub_distrib]
  refine Finset.sum_congr rfl fun j _ => ?_
  simp only [augmentation, Matrix.of_apply]
  ring
```

Both wave functions contain the same residual: $\psi=r+\sum_i c_i\chi_i$ and $T\psi=r+\sum_i c_i\phi_i$. Using $\|x+y\|^2=\|x\|^2+2\,\mathrm{Re}\langle x,y\rangle+\|y\|^2$ for each, $\|r\|^2$ cancels in the difference:

$$\|T\psi\|^2-\|\psi\|^2=c^\dagger Qc+2\,\mathrm{Re}\Big\langle r,\sum_i c_i(\phi_i-\chi_i)\Big\rangle .$$

The proof of `norm_balance` follows this route. `hT` and `hψ` are the two decompositions, `h1` and `h2` the expanded norms, `h3` splits the cross term, and `linarith` combines them. With infinitely many channels, the sums would need a convergence assumption first.

```lean
/-- Norm balance of the reconstruction: the change of squared norm is `c†Qc` plus twice the
real part of the overlap of the residual with the partial-wave correction. -/
theorem norm_balance (φ χ p : ι → E) (ψ : E) :
    ((‖reconstruct φ χ p ψ‖ ^ 2 - ‖ψ‖ ^ 2 : ℝ) : ℂ) =
      star (amplitude p ψ) ⬝ᵥ (augmentation φ χ *ᵥ amplitude p ψ) +
      ((2 * (inner ℂ (residual χ p ψ)
        (∑ i, amplitude p ψ i • (φ i - χ i))).re : ℝ) : ℂ) := by
  have e : ∀ x y : E, ‖x + y‖ ^ 2 = ‖x‖ ^ 2 + 2 * (inner ℂ x y).re + ‖y‖ ^ 2 :=
    fun x y => norm_add_sq (𝕜 := ℂ) x y
  -- both wave functions share the same residual
  have hT : reconstruct φ χ p ψ = residual χ p ψ + ∑ i, amplitude p ψ i • φ i := by
    simp only [reconstruct, residual, smul_sub, Finset.sum_sub_distrib]
    abel
  have hψ : residual χ p ψ + ∑ i, amplitude p ψ i • χ i = ψ := sub_add_cancel _ _
  have h1 := e (residual χ p ψ) (∑ i, amplitude p ψ i • φ i)
  have h2 := e (residual χ p ψ) (∑ i, amplitude p ψ i • χ i)
  rw [hψ] at h2
  have h3 : inner ℂ (residual χ p ψ) (∑ i, amplitude p ψ i • (φ i - χ i)) =
      inner ℂ (residual χ p ψ) (∑ i, amplitude p ψ i • φ i) -
      inner ℂ (residual χ p ψ) (∑ i, amplitude p ψ i • χ i) := by
    simp only [smul_sub, Finset.sum_sub_distrib, inner_sub_right]
  rw [augmentation_form, ← Complex.ofReal_add]
  refine congrArg Complex.ofReal ?_
  rw [hT, h3, Complex.sub_re]
  linarith
```

## Projectors dual to the pseudo partial waves

Duality, $\langle p_i,\chi_j\rangle=\delta_{ij}$, means that each projector reads off the amplitude of its own channel and ignores the others. Hence

$$\Big\langle p_i,\sum_j c_j\chi_j\Big\rangle=c_i,\qquad T\sum_i c_i\chi_i=\sum_i c_i\chi_i+\sum_i c_i(\phi_i-\chi_i)=\sum_i c_i\phi_i .$$

In `reconstruct_expansion`, `hc` is the first equation, and `abel` performs the cancellation in the second.

```lean
/-- With dual projectors, the reconstruction replaces each pseudo partial wave in an expansion
by its all-electron partner. -/
theorem reconstruct_expansion [DecidableEq ι] {χ p : ι → E} (h : Dual p χ) (φ : ι → E)
    (c : ι → ℂ) : reconstruct φ χ p (∑ i, c i • χ i) = ∑ i, c i • φ i := by
  have h' : ∀ i j, inner ℂ (p i) (χ j) = if i = j then (1 : ℂ) else 0 := h
  have hc : ∀ i, amplitude p (∑ j, c j • χ j) i = c i := by
    intro i
    simp [amplitude, h']
  simp only [reconstruct, hc, smul_sub, Finset.sum_sub_distrib]
  abel
```

Without duality, $Q=0$ and the preservation of norms on the span of the $\chi_i$ need not imply each other, in either direction. If all $p_i=0$, then $T$ is the identity and preserves every norm, whatever $Q$ is. If there is one channel with orthonormal $\chi$ and $\phi$, and $p=2\chi$, then $Q=0$, but $T\chi=-\chi+2\phi$ has squared norm 5.

## A vanishing augmentation matrix

$Q=0$ says that the pseudo partial waves have the same mutual overlaps as the all-electron ones. The familiar norm-conservation condition on the charge of each channel concerns the diagonal entries; here the off-diagonal entries must vanish too, which matters when one angular momentum has several reference energies.

If $Q=0$ and $\psi=\sum_i c_i\chi_i$, then $T\psi=\sum_i c_i\phi_i$, and the formula for $c^\dagger Qc$ gives $\|T\psi\|=\|\psi\|$. Conversely, suppose $T$ preserves norms on the span of the $\chi_i$. Applied to $\chi_i+a\chi_j$, this gives

$$\|\phi_i+a\phi_j\|=\|\chi_i+a\chi_j\|\quad\text{for every } a\in\mathbb{C}.$$

The polarization identity

$$\langle x,y\rangle=\tfrac14\big(\|x+y\|^2-\|x-y\|^2-i\|x+iy\|^2+i\|x-iy\|^2\big)$$

recovers an overlap from such norms with $a=\pm1,\pm i$. So $\langle\phi_i,\phi_j\rangle=\langle\chi_i,\chi_j\rangle$, that is, $Q_{ij}=0$.

In `norm_conserving_iff`, `key` is the family of equal norms, and `k1` to `k4` are its four instances. The other direction writes $\psi$ as an expansion and applies `augmentation_form`. Without $Q=0$, some combination of pseudo partial waves changes its norm under $T$.

```lean
/-- With dual projectors, the reconstruction preserves norms on the span of the pseudo partial
waves exactly when the augmentation matrix vanishes. -/
theorem norm_conserving_iff [DecidableEq ι] {χ p : ι → E} (h : Dual p χ) (φ : ι → E) :
    (∀ ψ ∈ Submodule.span ℂ (Set.range χ), ‖reconstruct φ χ p ψ‖ = ‖ψ‖) ↔
      augmentation φ χ = 0 := by
  constructor
  · intro hn
    have key : ∀ (i j : ι) (a : ℂ), ‖φ i + a • φ j‖ = ‖χ i + a • χ j‖ := by
      intro i j a
      have hs : ∀ f : ι → E, ∑ k, ((if k = i then (1 : ℂ) else 0) +
          (if k = j then a else 0)) • f k = f i + a • f j := by
        intro f
        simp [add_smul, Finset.sum_add_distrib, ite_smul]
      have hk := hn _ ((Submodule.mem_span_range_iff_exists_fun ℂ).2
        ⟨fun k => (if k = i then (1 : ℂ) else 0) + (if k = j then a else 0), rfl⟩)
      rw [reconstruct_expansion h, hs, hs] at hk
      exact hk
    -- polarization recovers every matrix element from norms
    ext i j
    have k1 := key i j 1
    have k2 := key i j (-1)
    have k3 := key i j (RCLike.I : ℂ)
    have k4 := key i j (-(RCLike.I : ℂ))
    simp only [one_smul, neg_smul, ← sub_eq_add_neg] at k1 k2 k3 k4
    change inner ℂ (φ i) (φ j) - inner ℂ (χ i) (χ j) = (0 : ℂ)
    rw [inner_eq_sum_norm_sq_div_four (𝕜 := ℂ) (φ i) (φ j),
      inner_eq_sum_norm_sq_div_four (𝕜 := ℂ) (χ i) (χ j), k1, k2, k3, k4, sub_self]
  · intro hQ ψ hψ
    obtain ⟨c, rfl⟩ := (Submodule.mem_span_range_iff_exists_fun ℂ).1 hψ
    have hq := augmentation_form φ χ c
    rw [hQ, Matrix.zero_mulVec, dotProduct_zero] at hq
    have h0 := Complex.ofReal_eq_zero.1 hq.symm
    rw [reconstruct_expansion h]
    exact (sq_eq_sq₀ (norm_nonneg _) (norm_nonneg _)).1 (by linarith)
```

## Partial-wave differences orthogonal to what the projectors miss

A molecular or crystal orbital is rarely an exact combination of the chosen $\chi_i$. Its residual $r$ is invisible to dual projectors, since

$$\langle p_i,r\rangle=c_i-\sum_j c_j\delta_{ij}=0 .$$

If $r$ is non-zero inside the core region, it can still overlap with $\phi_j-\chi_j$. The further condition is that $\langle r,\phi_j-\chi_j\rangle=0$ for every $j$ and every $r$ that all projectors annihilate. When the projectors and the differences are confined to the core spheres and the pseudo partial waves describe $\psi$ completely there, the overlap vanishes for that $\psi$; the theorem asks for it for all states.

With $Q=0$ and this condition, both terms on the right of the norm balance are zero, so $T$ preserves every norm. For the converse, preservation of every norm gives $Q=0$ by the previous result. Take $r$ with all $\langle p_i,r\rangle=0$ and test $\psi=r+a\chi_j$. Its only possibly non-zero amplitude is $c_j=a$, its residual is $r$, and the balance reduces to

$$0=2\,\mathrm{Re}\big(a\langle r,\phi_j-\chi_j\rangle\big).$$

The choice $a=1$ removes the real part of the overlap, and $a=i$ removes the imaginary part.

In `isometric_iff`, `hc` and `hres` compute the amplitudes and residual of the test vector, `key` is the displayed equation without its factor 2, and `h1` and `h2` are the two choices of $a$. In the other direction, `hr` shows that the residual is invisible to the projectors, and `hz` that the cross term vanishes.

```lean
/-- With dual projectors, the reconstruction preserves every norm exactly when `Q = 0` and each
`φ_j - χ_j` is orthogonal to all vectors that the projectors do not see. -/
theorem isometric_iff [DecidableEq ι] {χ p : ι → E} (h : Dual p χ) (φ : ι → E) :
    (∀ ψ, ‖reconstruct φ χ p ψ‖ = ‖ψ‖) ↔
      augmentation φ χ = 0 ∧
      ∀ r : E, (∀ i, inner ℂ (p i) r = 0) → ∀ j, inner ℂ r (φ j - χ j) = 0 := by
  have h' : ∀ i j, inner ℂ (p i) (χ j) = if i = j then (1 : ℂ) else 0 := h
  constructor
  · intro hn
    have hQ := (norm_conserving_iff h φ).1 fun ψ _ => hn ψ
    refine ⟨hQ, fun r hr j => ?_⟩
    -- test the norm balance on `r + a χ_j`
    have key : ∀ a : ℂ, (a * inner ℂ r (φ j - χ j)).re = 0 := by
      intro a
      have hc : amplitude p (r + a • χ j) = Pi.single j a := by
        funext i
        simp [amplitude, hr i, h' i j, Pi.single_apply]
      have hs : ∀ f : ι → E, ∑ i, (Pi.single j a : ι → ℂ) i • f i = a • f j := by
        intro f
        simp [Pi.single_apply, ite_smul]
      have hres : residual χ p (r + a • χ j) = r := by
        rw [residual, hc, hs, add_sub_cancel_right]
      have hid := norm_balance φ χ p (r + a • χ j)
      rw [hn, hres, hc, hQ, sub_self, hs (fun i => φ i - χ i), inner_smul_right,
        Matrix.zero_mulVec, dotProduct_zero, zero_add] at hid
      have h0 := Complex.ofReal_injective hid
      linarith
    have h1 := key 1
    have h2 := key Complex.I
    rw [one_mul] at h1
    rw [Complex.I_mul_re] at h2
    exact Complex.ext h1 (neg_eq_zero.1 h2)
  · rintro ⟨hQ, hR⟩ ψ
    have hr : ∀ i, inner ℂ (p i) (residual χ p ψ) = 0 := by
      intro i
      simp [residual, amplitude, h']
    have hz : inner ℂ (residual χ p ψ) (∑ i, amplitude p ψ i • (φ i - χ i)) = 0 := by
      rw [inner_sum]
      exact Finset.sum_eq_zero fun j _ => by rw [inner_smul_right, hR _ hr j, mul_zero]
    have hid := norm_balance φ χ p ψ
    rw [hQ, Matrix.zero_mulVec, dotProduct_zero, hz, Complex.zero_re, mul_zero,
      Complex.ofReal_zero, add_zero] at hid
    have h0 := Complex.ofReal_eq_zero.1 hid
    exact (sq_eq_sq₀ (norm_nonneg _) (norm_nonneg _)).1 (by linarith)
```

For electronic-structure practice, the consequence within this finite-channel, one-electron model is that $Q=0$ does not by itself guarantee that a normalised pseudo orbital is reconstructed as a normalised one; the change in its squared norm is then exactly the cross term with the residual.

## One channel in two dimensions

The orthogonality condition does not follow from duality and $Q=0$. Take $\chi=p=(1,0)$ and $\phi=(3/5,4/5)$ in $\mathbb{C}^2$. Then $\langle p,\chi\rangle=1$ and $Q=9/25+16/25-1=0$.

For $\psi=(1,1)$ the amplitude is $c=1$, the residual is $r=(0,1)$, and $\phi-\chi=(-2/5,4/5)$. Therefore

$$T\psi=(3/5,\,9/5),\qquad \|T\psi\|^2=\frac{9+81}{25}=\frac{18}{5},\qquad \|\psi\|^2=2 .$$

The change, $8/5$, is exactly the cross term $2\,\mathrm{Re}\langle r,\phi-\chi\rangle=2\cdot 4/5$. For the normalised state $\psi/\sqrt2$, the squared norm rises from 1 to $9/5$.

```lean
/-- A single pseudo partial wave, the vector `(1, 0)`, in a two-level space. -/
def modelPseudo : Fin 1 → EuclideanSpace ℂ (Fin 2) := fun _ => !₂[1, 0]

/-- A single all-electron partial wave in the same two-level space. -/
def modelAllElectron : Fin 1 → EuclideanSpace ℂ (Fin 2) := fun _ => !₂[3 / 5, 4 / 5]
```

The theorem `norm_conserving_witness` records duality, $Q=0$ and the two squared norms of the unnormalised vector. Its proof first computes $T\psi$ component by component in `hT`; the rest is arithmetic.

```lean
/-- The two-level model has dual projectors and `Q = 0`, yet the reconstruction changes the
squared norm of the vector `(1, 1)` from `2` to `18/5`. -/
theorem norm_conserving_witness :
    Dual modelPseudo modelPseudo ∧ augmentation modelAllElectron modelPseudo = 0 ∧
    ‖(!₂[1, 1] : EuclideanSpace ℂ (Fin 2))‖ ^ 2 = 2 ∧
    ‖reconstruct modelAllElectron modelPseudo modelPseudo !₂[1, 1]‖ ^ 2 = 18 / 5 := by
  have hT : reconstruct modelAllElectron modelPseudo modelPseudo !₂[1, 1] =
      !₂[3 / 5, 9 / 5] := by
    ext i
    fin_cases i <;>
      norm_num [reconstruct, amplitude, modelAllElectron, modelPseudo, PiLp.inner_apply,
        Fin.sum_univ_two]
  refine ⟨?_, ?_, ?_, ?_⟩
  · intro i j
    obtain rfl := Subsingleton.elim i j
    simp only [modelPseudo, PiLp.inner_apply, Fin.sum_univ_two, RCLike.inner_apply]
    norm_num
  · ext i j
    -- the components are real, so conjugation leaves them unchanged
    have h3 : (starRingEnd ℂ) 3 = 3 := by apply Complex.ext <;> simp
    have h4 : (starRingEnd ℂ) 4 = 4 := by apply Complex.ext <;> simp
    have h5 : (starRingEnd ℂ) 5 = 5 := by apply Complex.ext <;> simp
    simp only [augmentation, Matrix.of_apply, modelAllElectron, modelPseudo, PiLp.inner_apply,
      Fin.sum_univ_two, RCLike.inner_apply]
    norm_num [h3, h4, h5]
  · norm_num [EuclideanSpace.norm_sq_eq, Fin.sum_univ_two]
  · rw [hT]
    norm_num [EuclideanSpace.norm_sq_eq, Fin.sum_univ_two]

end

end PseudoReconstruction
```

```lean
#print axioms PseudoReconstruction.norm_conserving_iff
-- 'PseudoReconstruction.norm_conserving_iff' depends on axioms: [propext, Classical.choice, Quot.sound]
#print axioms PseudoReconstruction.isometric_iff
-- 'PseudoReconstruction.isometric_iff' depends on axioms: [propext, Classical.choice, Quot.sound]
```
